# Invariance of the Opposite-Spin MP2 Energy under Rotations of Degenerate Occupied Orbitals

## Degenerate orbitals have no preferred basis

The three occupied 2p orbitals of a neon atom have the same energy. A diagonalisation routine may return any orthonormal combination of them, and the individual two-electron integrals depend on which one it returns. A correlation energy computed from those integrals should not.

For the opposite-spin MP2 energy of a closed shell it does not, provided that all excitation gaps are positive. This energy enters spin-scaled MP2 and many double hybrids. The result concerns a finite set of canonical orbitals and rotations among the occupied ones only.

## Energies, integrals and the allowed rotations

Let e_i be the occupied and f_a the virtual orbital energies, and let v_ijab be complex integrals. With

Δ_ijab = f_a + f_b − e_i − e_j

the opposite-spin energy is

E = −Σ_ijab |v_ijab|² / Δ_ijab.

Rotating the occupied orbitals by a unitary U gives

v′_ijab = Σ_kl U_ik U_jl v_klab.

The theorem `osEnergy_invariant` assumes that every Δ is positive and that U commutes with diag(e). It concludes that v′ and v give the same E, and that E is the minimum over all complex amplitudes t of the Hylleraas functional

H[t] = Σ_ijab (Δ_ijab |t_ijab|² + 2 Re(t*_ijab v′_ijab)).

In Lean, the finite types `o` and `w` label occupied and virtual spatial orbitals, `gap` is Δ, and `rotate U v` is v′. `IsLeast (Set.range …)` says that the value is attained and that no amplitudes go below it.

The array v is arbitrary. That the integrals of a molecule transform in this way follows from their linearity in each ket orbital; this step from the model to a molecule is not part of the Lean file. The formula fits v_ijab = ⟨ab|ij⟩ with φ′_i = Σ_k U_ik φ_k; if the occupied orbitals stand in the bra, U is replaced by its complex conjugate.

`scsEnergy_invariant` extends the invariance to the spin-component-scaled energy. There `cos` is the opposite-spin factor, not a cosine, and `css` is the same-spin factor.

## One occupied index at a time

Comparing the (i,k) entries of U diag(e) = diag(e) U gives

U_ik (e_k − e_i) = 0,

so U mixes only orbitals of equal energy. Hence, for any real function g and vector x,

g(e_i) Σ_k U_ik x_k = Σ_k U_ik g(e_k) x_k.

Write y_k = g(e_k) x_k. Since U†U = 1,

Σ_i g(e_i) |(Ux)_i|² = Σ_i (Ux)*_i (Uy)_i = Σ_k x*_k y_k = Σ_k g(e_k) |x_k|².

Now fix a and b, and set z_kj = Σ_l U_jl v_klab, so that v′_ijab = Σ_k U_ik z_kj. For each j, take g(p) = 1/(f_a + f_b − p − e_j). The identity removes the first rotation:

Σ_ij |v′_ijab|² / Δ_ijab = Σ_ij |z_ij|² / Δ_ijab.

For each i, the same identity in the second index turns the right side into Σ_ij |v_ijab|² / Δ_ijab. Summing over a and b proves the invariance.

For the minimum, complete the square in each term:

Δ|t|² + 2 Re(t*v′) = |Δt + v′|²/Δ − |v′|²/Δ.

With Δ > 0 the first term on the right is non-negative, and it vanishes at t = −v′/Δ. The minimum is therefore the energy of v′, which equals E.

For the same-spin part, v′_ijab − v′_ijba is the rotation of v_ijab − v_ijba, so the invariance applies again.

## The Lean file

```lean
import Mathlib

open Matrix ComplexConjugate

namespace ScaledMP2

noncomputable section

variable {o w : Type*}

/-- The excitation gap of the occupied pair `i, j` and the virtual pair `a, b`. -/
def gap (e : o → ℝ) (f : w → ℝ) (i j : o) (a b : w) : ℝ := f a + f b - e i - e j

/-- The direct integrals minus the exchange integrals, `v_ijab - v_ijba`. -/
def antisym (v : o → o → w → w → ℂ) : o → o → w → w → ℂ :=
  fun i j a b => v i j a b - v i j b a

variable [Fintype o]

/-- The integrals after the occupied orbitals are mixed by the matrix `U`. -/
def rotate (U : Matrix o o ℂ) (v : o → o → w → w → ℂ) : o → o → w → w → ℂ :=
  fun i j a b => ∑ k, ∑ l, U i k * U j l * v k l a b

variable [Fintype w]

/-- A pair energy in which `|v|²` is weighted by an arbitrary function `g` of the gap. -/
def pairEnergy (g : ℝ → ℝ) (e : o → ℝ) (f : w → ℝ) (v : o → o → w → w → ℂ) : ℝ :=
  -∑ a, ∑ b, ∑ i, ∑ j, g (gap e f i j a b) * ‖v i j a b‖ ^ 2

/-- The opposite-spin MP2 energy, meant for orbital energies whose gaps are all nonzero. -/
def osEnergy (e : o → ℝ) (f : w → ℝ) (v : o → o → w → w → ℂ) : ℝ :=
  -∑ a, ∑ b, ∑ i, ∑ j, ‖v i j a b‖ ^ 2 / gap e f i j a b

/-- The closed-shell spin-component-scaled MP2 energy with opposite-spin factor `cos` and
same-spin factor `css`, meant for orbital energies whose gaps are all nonzero. -/
def scsEnergy (cos css : ℝ) (e : o → ℝ) (f : w → ℝ) (v : o → o → w → w → ℂ) : ℝ :=
  cos * osEnergy e f v + css * (osEnergy e f (antisym v) / 2)

/-- The Hylleraas functional of trial pair amplitudes `t` for the integrals `v`. -/
def hylleraas (e : o → ℝ) (f : w → ℝ) (v t : o → o → w → w → ℂ) : ℝ :=
  ∑ a, ∑ b, ∑ i, ∑ j,
    (gap e f i j a b * ‖t i j a b‖ ^ 2 + 2 * (conj (t i j a b) * v i j a b).re)

/-- Completing the square in one pair amplitude, for a nonzero gap `d`. -/
theorem complete_square {d : ℝ} (hd : d ≠ 0) (t v : ℂ) :
    d * ‖t‖ ^ 2 + 2 * (conj t * v).re = ‖(d : ℂ) * t + v‖ ^ 2 / d - ‖v‖ ^ 2 / d := by
  simp only [Complex.sq_norm, Complex.normSq_apply, Complex.add_re, Complex.add_im,
    Complex.mul_re, Complex.mul_im, Complex.conj_re, Complex.conj_im,
    Complex.ofReal_re, Complex.ofReal_im]
  field_simp
  ring

/-- If all gaps are positive, the opposite-spin MP2 energy is the minimum of the
Hylleraas functional over all pair amplitudes. -/
theorem hylleraas_isLeast {e : o → ℝ} {f : w → ℝ} (hgap : ∀ i j a b, 0 < gap e f i j a b)
    (v : o → o → w → w → ℂ) :
    IsLeast (Set.range (hylleraas e f v)) (osEnergy e f v) := by
  constructor
  · -- the first-order amplitudes `-v / gap` attain the minimum
    refine ⟨fun i j a b => -((gap e f i j a b : ℂ)⁻¹ * v i j a b), ?_⟩
    simp only [hylleraas, osEnergy, ← Finset.sum_neg_distrib]
    refine Finset.sum_congr rfl fun a _ => Finset.sum_congr rfl fun b _ =>
      Finset.sum_congr rfl fun i _ => Finset.sum_congr rfl fun j _ => ?_
    have hd : (gap e f i j a b : ℂ) ≠ 0 := by exact_mod_cast (hgap i j a b).ne'
    rw [complete_square (hgap i j a b).ne', mul_neg, mul_inv_cancel_left₀ hd, neg_add_cancel]
    simp
  · rintro _ ⟨t, rfl⟩
    simp only [hylleraas, osEnergy, ← Finset.sum_neg_distrib]
    refine Finset.sum_le_sum fun a _ => Finset.sum_le_sum fun b _ =>
      Finset.sum_le_sum fun i _ => Finset.sum_le_sum fun j _ => ?_
    rw [complete_square (hgap i j a b).ne']
    have h := div_nonneg (sq_nonneg ‖(gap e f i j a b : ℂ) * t i j a b + v i j a b‖)
      (hgap i j a b).le
    linarith

variable [DecidableEq o]

/-- A matrix that commutes with the diagonal matrix of orbital energies mixes only
orbitals of equal energy. -/
theorem energy_eq_of_mixing {U : Matrix o o ℂ} {e : o → ℝ}
    (hc : Commute U (diagonal fun i => (e i : ℂ))) {i k : o} (h : U i k ≠ 0) :
    e i = e k := by
  have h1 := congrFun (congrFun hc.eq i) k
  rw [Matrix.mul_diagonal, Matrix.diagonal_mul] at h1
  have h2 : (e i : ℂ) = e k := mul_right_cancel₀ h (by linear_combination -h1)
  exact_mod_cast h2

/-- A unitary that commutes with the orbital energies preserves the squared norm of a vector
weighted by any function of the orbital energy. -/
theorem weighted_norm_rotate {U : Matrix o o ℂ} {e : o → ℝ} (hU : U ∈ unitaryGroup o ℂ)
    (hc : Commute U (diagonal fun i => (e i : ℂ))) (g : ℝ → ℝ) (x : o → ℂ) :
    ∑ i, g (e i) * ‖∑ k, U i k * x k‖ ^ 2 = ∑ i, g (e i) * ‖x i‖ ^ 2 := by
  have hUU : Uᴴ * U = 1 := Matrix.mem_unitaryGroup_iff'.mp hU
  -- the weight passes through the rotation
  have key : ∀ i, (g (e i) : ℂ) * (U *ᵥ x) i = (U *ᵥ fun k => (g (e k) : ℂ) * x k) i := by
    intro i
    simp only [Matrix.mulVec, dotProduct, Finset.mul_sum]
    refine Finset.sum_congr rfl fun k _ => ?_
    by_cases h : U i k = 0
    · simp [h]
    · rw [energy_eq_of_mixing hc h]
      ring
  -- unitarity preserves the inner product
  have inner_eq : ∀ y : o → ℂ, star (U *ᵥ x) ⬝ᵥ (U *ᵥ y) = star x ⬝ᵥ y := by
    intro y
    rw [Matrix.star_mulVec, Matrix.dotProduct_mulVec, Matrix.vecMul_vecMul, hUU,
      Matrix.vecMul_one]
  have conv : ∀ (r : ℝ) (z : ℂ), ((r * ‖z‖ ^ 2 : ℝ) : ℂ) = star z * ((r : ℂ) * z) := by
    intro r z
    have h := Complex.conj_mul' z
    rw [starRingEnd_apply] at h
    push_cast
    rw [← h]
    ring
  have total : ∑ i, star ((U *ᵥ x) i) * ((g (e i) : ℂ) * (U *ᵥ x) i)
      = ∑ i, star (x i) * ((g (e i) : ℂ) * x i) := by
    simp only [key]
    exact inner_eq _
  apply Complex.ofReal_injective
  rw [Complex.ofReal_sum, Complex.ofReal_sum]
  simp only [conv]
  exact total

/-- A pair energy weighted by any function of the gap is unchanged when the occupied orbitals
are rotated by a unitary that commutes with their energies. -/
theorem pairEnergy_rotate {U : Matrix o o ℂ} {e : o → ℝ} (hU : U ∈ unitaryGroup o ℂ)
    (hc : Commute U (diagonal fun i => (e i : ℂ))) (g : ℝ → ℝ) (f : w → ℝ)
    (v : o → o → w → w → ℂ) :
    pairEnergy g e f (rotate U v) = pairEnergy g e f v := by
  unfold pairEnergy
  refine congrArg Neg.neg (Finset.sum_congr rfl fun a _ => Finset.sum_congr rfl fun b _ => ?_)
  have hfac : ∀ i j, rotate U v i j a b = ∑ k, U i k * ∑ l, U j l * v k l a b := by
    intro i j
    simp only [rotate, Finset.mul_sum, mul_assoc]
  simp only [hfac]
  rw [Finset.sum_comm]
  -- undo the rotation of the first index, then that of the second
  calc _ = ∑ j, ∑ i, g (gap e f i j a b) * ‖∑ l, U j l * v i l a b‖ ^ 2 :=
        Finset.sum_congr rfl fun j _ => weighted_norm_rotate hU hc
          (fun p => g (f a + f b - p - e j)) (fun k => ∑ l, U j l * v k l a b)
    _ = ∑ i, ∑ j, g (gap e f i j a b) * ‖∑ l, U j l * v i l a b‖ ^ 2 := Finset.sum_comm
    _ = _ := Finset.sum_congr rfl fun i _ => weighted_norm_rotate hU hc
          (fun q => g (f a + f b - e i - q)) (fun l => v i l a b)

/-- Let all gaps be positive and let a unitary commute with the occupied orbital energies.
Rotating the integrals leaves the opposite-spin MP2 energy unchanged, and this energy is the
minimum of the Hylleraas functional of the rotated integrals. -/
theorem osEnergy_invariant {U : Matrix o o ℂ} {e : o → ℝ} {f : w → ℝ}
    (hgap : ∀ i j a b, 0 < gap e f i j a b) (hU : U ∈ unitaryGroup o ℂ)
    (hc : Commute U (diagonal fun i => (e i : ℂ))) (v : o → o → w → w → ℂ) :
    osEnergy e f (rotate U v) = osEnergy e f v ∧
      IsLeast (Set.range (hylleraas e f (rotate U v))) (osEnergy e f v) := by
  have h : osEnergy e f (rotate U v) = osEnergy e f v := by
    simp only [osEnergy, div_eq_inv_mul]
    exact pairEnergy_rotate hU hc (fun d => d⁻¹) f v
  refine ⟨h, ?_⟩
  rw [← h]
  exact hylleraas_isLeast hgap _

/-- With positive gaps, the spin-component-scaled MP2 energy is unchanged, for any two scaling
factors, by a unitary that commutes with the occupied orbital energies. -/
theorem scsEnergy_invariant {U : Matrix o o ℂ} {e : o → ℝ} {f : w → ℝ}
    (hgap : ∀ i j a b, 0 < gap e f i j a b) (hU : U ∈ unitaryGroup o ℂ)
    (hc : Commute U (diagonal fun i => (e i : ℂ))) (cos css : ℝ) (v : o → o → w → w → ℂ) :
    scsEnergy cos css e f (rotate U v) = scsEnergy cos css e f v := by
  -- rotation commutes with antisymmetrisation
  have h : antisym (rotate U v) = rotate U (antisym v) := by
    funext i j a b
    simp only [antisym, rotate, mul_sub, Finset.sum_sub_distrib]
  rw [scsEnergy, scsEnergy, h, (osEnergy_invariant hgap hU hc v).1,
    (osEnergy_invariant hgap hU hc (antisym v)).1]

/-- The real matrix with coefficients `c` and `s` that mixes the first two of three orbitals. -/
def mixing (c s : ℝ) : Matrix (Fin 3) (Fin 3) ℂ :=
  !![(c : ℂ), -(s : ℂ), 0; (s : ℂ), (c : ℂ), 0; 0, 0, 1]

/-- For occupied energies `-1, -1, -2` and one virtual level at `1`, all gaps are positive, and
if `c² + s² = 1` the matrix `mixing c s` is unitary and commutes with the occupied energies. -/
theorem mixing_witness {c s : ℝ} (h : c ^ 2 + s ^ 2 = 1) :
    (∀ i j a b, 0 < gap (![-1, -1, -2] : Fin 3 → ℝ) (fun _ : Fin 1 => 1) i j a b) ∧
    mixing c s ∈ unitaryGroup (Fin 3) ℂ ∧
    Commute (mixing c s) (diagonal fun i => (((![-1, -1, -2] : Fin 3 → ℝ) i : ℝ) : ℂ)) := by
  refine ⟨?_, ?_, ?_⟩
  · intro i j a b
    fin_cases i <;> fin_cases j <;> norm_num [gap]
  · have h' : (c : ℂ) ^ 2 + (s : ℂ) ^ 2 = 1 := by exact_mod_cast h
    have hs : (s : ℂ) * s = 1 - c * c := by linear_combination h'
    rw [Matrix.mem_unitaryGroup_iff]
    ext i j
    fin_cases i <;> fin_cases j <;>
      simp [mixing, Matrix.mul_apply, Fin.sum_univ_succ, Matrix.star_apply, hs, mul_comm]
  · change _ * _ = _ * _
    ext i j
    rw [Matrix.mul_diagonal, Matrix.diagonal_mul]
    fin_cases i <;> fin_cases j <;> norm_num [mixing]

/-- Let the occupied energies be fixed at `0` and `-1`, with one virtual level at `1`, and let
`v_00 = 1` be the only nonzero integral. Exchanging the two occupied orbitals in the integrals alone
changes the opposite-spin energy from `-1/2` to `-1/4`. -/
theorem nondegenerate_exchange :
    osEnergy (![0, -1] : Fin 2 → ℝ) (fun _ : Fin 1 => 1)
      (fun i j _ _ => (!![1, 0; 0, 0] : Matrix (Fin 2) (Fin 2) ℂ) i j) = -1/2 ∧
    osEnergy (![0, -1] : Fin 2 → ℝ) (fun _ : Fin 1 => 1)
      (rotate !![0, 1; 1, 0]
        (fun i j _ _ => (!![1, 0; 0, 0] : Matrix (Fin 2) (Fin 2) ℂ) i j)) = -1/4 := by
  constructor <;> norm_num [osEnergy, rotate, gap, Fin.sum_univ_two]

end

end ScaledMP2
```

```lean
#print axioms ScaledMP2.osEnergy_invariant
#print axioms ScaledMP2.scsEnergy_invariant
#print axioms ScaledMP2.nondegenerate_exchange
```

```
'ScaledMP2.osEnergy_invariant' depends on axioms: [propext, Classical.choice, Quot.sound]
'ScaledMP2.scsEnergy_invariant' depends on axioms: [propext, Classical.choice, Quot.sound]
'ScaledMP2.nondegenerate_exchange' depends on axioms: [propext, Classical.choice, Quot.sound]
```

## From the lemmas to the theorem

`energy_eq_of_mixing` reads off the matrix entry and cancels the nonzero U_ik. In `weighted_norm_rotate`, `key` moves the weight through U and `inner_eq` uses unitarity. `pairEnergy_rotate` applies this lemma twice, with `Finset.sum_comm` exchanging the sums over i and j in between. It allows any weight that depends on the gap alone, such as the damped inverse gap of κ-regularised MP2. `osEnergy_invariant` chooses the inverse and adds `hylleraas_isLeast`, which rests on `complete_square`.

`mixing_witness` gives a family of rotations that meet all the assumptions. `nondegenerate_exchange` swaps two orbitals of different energy in the integrals but leaves the list of orbital energies as it was. This changes E from −1/2 to −1/4, so unitarity and positive gaps alone are not enough.

## A function as the argument of a lemma

The device that lets one lemma serve both indices is its argument `g : ℝ → ℝ`. In the first use it is `fun p => g (f a + f b - p - e j)`, where the inner `g` is the weight of the pair energy. Putting `e i` for `p` gives exactly the unfolded definition of `gap`, so Lean accepts the match by computation, without a rewriting step. The second use leaves the other occupied energy open, as `q`. Each time, the remaining orbital energies are constants inside the function.
